# The block matrix `[[0, M], [-Mᵀ, K]]` of contractions is antisymmetric if `K` is

For a string of `2n` fermionic operators, the contraction of each pair, taken in string order, can be placed above the diagonal of a matrix and its negative below. Split the string into its first and last `n` operators, and suppose that contractions within the first group vanish. The matrix then has the form `[[0, M], [-Mᵀ, K]]`, where `M` holds the contractions between the groups and `K` belongs to the second group. The theorem says that this matrix equals minus its transpose whenever `K` does, for any `M` and with entries in any commutative ring. The operators themselves are not modelled, only the matrix. The proof compares the entries at `a` and `b`, aims to replace `species n a` and `species n b` by arbitrary `x` and `y`, and checks the four combinations of groups.

An attempt in Lean 4 with a fault in it:

```lean
import Mathlib

open Matrix

namespace ContractionAntisymm

variable {R : Type*} [CommRing R]

/-- Splits a string of `2n` operators into its first `n` and its last `n` members. -/
def species (n : ℕ) : Fin (2 * n) ≃ Fin n ⊕ Fin n :=
  (finCongr (two_mul n)).trans finSumFinEquiv.symm

/-- The contraction matrix `[[0, M], [-Mᵀ, K]]`: `M` holds the contractions between the two
groups of operators, `K` those within the second group. -/
def contraction {n : ℕ} (M K : Matrix (Fin n) (Fin n) R) :
    Matrix (Fin (2 * n)) (Fin (2 * n)) R :=
  (fromBlocks 0 M (-Mᵀ) K).submatrix (species n) (species n)

/-- The contraction matrix is antisymmetric when its block `K` is. -/
theorem contraction_antisymm {n : ℕ} (M K : Matrix (Fin n) (Fin n) R) (hK : Kᵀ = -K) :
    (contraction M K)ᵀ = -contraction M K := by
  ext a b
  simp only [contraction, transpose_apply, neg_apply, submatrix_apply]
  generalize species n a = x
  generalize species n b = y
  rcases x with x | x <;> rcases y with y | y
  · simp
  · simp
  · simp
  · simpa using congrFun (congrFun hK x) y

end ContractionAntisymm
```

The error:

```
Main.lean:27:2: error: unsolved goals
case inl.inl
R : Type u_1
inst✝ : CommRing R
n : ℕ
M K : Matrix (Fin n) (Fin n) R
hK : Kᵀ = -K
a b : Fin (2 * n)
x y : Fin n
⊢ fromBlocks 0 M (-Mᵀ) K ((species n) a) ((species n) b) = 0
Main.lean:28:2: error: unsolved goals
case inl.inr
R : Type u_1
inst✝ : CommRing R
n : ℕ
M K : Matrix (Fin n) (Fin n) R
hK : Kᵀ = -K
a b : Fin (2 * n)
x y : Fin n
⊢ M x y = fromBlocks 0 M (-Mᵀ) K ((species n) a) ((species n) b)
Main.lean:29:2: error: unsolved goals
case inr.inl
R : Type u_1
inst✝ : CommRing R
n : ℕ
M K : Matrix (Fin n) (Fin n) R
hK : Kᵀ = -K
a b : Fin (2 * n)
x y : Fin n
⊢ M y x = -fromBlocks 0 M (-Mᵀ) K ((species n) a) ((species n) b)
Main.lean:30:4: error: Type mismatch: After simplification, term
  congrFun (congrFun hK x) y
 has type
  K y x = -K x y
but is expected to have type
  K y x = -fromBlocks 0 M (-Mᵀ) K ((species n) a) ((species n) b)
Main.lean:23:43: warning: This simp argument is unused:
  neg_apply

Hint: Omit it from the simp argument list.
  [apply] simp only [contraction, transpose_apply, submatrix_apply]

Note: This linter can be disabled with `set_option linter.unusedSimpArgs false`
```

Cause. All four errors show the same fault: `species n a` and `species n b` survive in the goal, with nothing linking them to `x` and `y`. They come from the right-hand side of the original equation. In the first error they appear on the left only because `simp` has turned an equation of the form `0 = -e` into `e = 0`.

The warning says that `neg_apply` was never used, though not why. The right-hand side therefore remained a negated matrix applied to `a` and `b`. With the minus sign in between, `submatrix_apply` could not reach the submatrix there, and the terms `species n a` and `species n b` did not yet appear on that side. `generalize` replaces only the occurrences it finds, so it changed the left-hand side alone. The later `simp` calls did expand the right-hand side, but by then the case split could no longer determine its blocks. In the last case, `hK` supplies `-K x y` where the goal still has the negative of an unevaluated `fromBlocks` entry.

The new `show` replaces the `simp only` and restates the goal, which is the same by definition, with both entries written out. Each `generalize` now acts on both sides, and the four cases close as written.

The repair, with which the file compiles:

```diff
@@ -21,5 +21,6 @@
     (contraction M K)ᵀ = -contraction M K := by
   ext a b
-  simp only [contraction, transpose_apply, neg_apply, submatrix_apply]
+  show fromBlocks 0 M (-Mᵀ) K (species n b) (species n a) =
+    -fromBlocks 0 M (-Mᵀ) K (species n a) (species n b)
   generalize species n a = x
   generalize species n b = y
```
